# An antiderivative for the Morse action integrand between the turning points

For a classical Morse oscillator, with `u` the decaying exponential of the displacement and `s ^ 2` the energy over the well depth, the action integrand is √(s² − (1 − u)²)/u up to constant factors. The declaration `primitive_deriv` states that an explicit function, a square root plus two arcsine terms, has exactly this derivative at `u`. It assumes that `s`, `c` and `u` are positive, that s² + c² = 1, and that `u` lies strictly between the turning points, where the root is positive; it says nothing of quantisation. The attempt differentiates the three terms separately, using the chain rule for the arcsines, and then checks the sum by algebra.

In Lean, a first try:

```lean
import Mathlib

open Real

noncomputable section

namespace MorseBohrSommerfeld

/-- The function `F(u) = R + arcsin ((u - 1) / s) - c arcsin ((u - c²) / (s u))` with `R = √(s² - (1
- u)²)`, for `s, u > 0`, `s² + c² = 1` and `|1 - u| ≤ s`. -/
def primitive (s c u : ℝ) : ℝ :=
  √(s ^ 2 - (1 - u) ^ 2) + arcsin ((u - 1) / s) - c * arcsin ((u - c ^ 2) / (s * u))

/-- The derivative of the arcsine at `q` is `1 / r` when `r > 0` and `1 - q² = r²`. -/
theorem arcsin_deriv {q r : ℝ} (hr : 0 < r) (h : 1 - q ^ 2 = r ^ 2) :
    HasDerivAt arcsin (1 / r) q := by
  have h1 : q ≠ -1 := by
    rintro rfl
    nlinarith [pow_pos hr 2]
  have h2 : q ≠ 1 := by
    rintro rfl
    nlinarith [pow_pos hr 2]
  have h3 := Real.hasDerivAt_arcsin h1 h2
  rwa [h, Real.sqrt_sq hr.le] at h3

/-- Strictly between the turning points, the primitive has derivative
`√(s² - (1 - u)²) / u`. -/
theorem primitive_deriv {s c u : ℝ} (hs : 0 < s) (hc : 0 < c) (hu : 0 < u)
    (hsc : s ^ 2 + c ^ 2 = 1) (hpos : 0 < s ^ 2 - (1 - u) ^ 2) :
    HasDerivAt (primitive s c) (√(s ^ 2 - (1 - u) ^ 2) / u) u := by
  have hR2 := Real.sq_sqrt hpos.le
  have hR := Real.sqrt_pos.2 hpos
  have h0 : HasDerivAt (fun y : ℝ => s ^ 2 - (1 - y) ^ 2) (2 * (1 - u)) u :=
    ((((hasDerivAt_id' u).const_sub 1).fun_pow 2).const_sub (s ^ 2)).congr_deriv (by norm_num)
  have h1 := h0.sqrt hpos.ne'
  generalize √(s ^ 2 - (1 - u) ^ 2) = R at hR2 hR h1 ⊢
  -- the two arcsine terms
  have e2 : 1 - ((u - 1) / s) ^ 2 = (R / s) ^ 2 := by
    have hB : s ^ 2 ≠ 0 := by positivity
    rw [div_pow, div_pow, hR2, eq_div_iff hB, sub_mul, div_mul_cancel₀ _ hB]
    ring
  have e3 : 1 - ((u - c ^ 2) / (s * u)) ^ 2 = (c * R / (s * u)) ^ 2 := by
    have hB : (s * u) ^ 2 ≠ 0 := by positivity
    rw [div_pow, div_pow, mul_pow c R, hR2, eq_div_iff hB, sub_mul, div_mul_cancel₀ _ hB]
    linear_combination (u ^ 2 - c ^ 2) * hsc
  have h2 : HasDerivAt (fun y => arcsin ((y - 1) / s)) (1 / (R / s) * (1 / s)) u :=
    (arcsin_deriv (by positivity) e2).comp u (((hasDerivAt_id' u).sub_const 1).div_const s)
  have h3 : HasDerivAt (fun y => arcsin ((y - c ^ 2) / (s * y)))
      (1 / (c * R / (s * u)) * ((1 * (s * u) - (u - c ^ 2) * (s * 1)) / (s * u) ^ 2)) u :=
    (arcsin_deriv (by positivity) e3).comp u
      (((hasDerivAt_id' u).sub_const (c ^ 2)).fun_div ((hasDerivAt_id' u).const_mul s)
        (by positivity))
  refine ((h1.fun_add h2).fun_sub (h3.const_mul c)).congr_deriv ?_
  field_simp
  linear_combination (-1) * hR2 - hsc

end MorseBohrSommerfeld
```

Compiling this gives:

```
Main.lean:47:4: error: Type mismatch
  HasDerivAt.comp u ?m.615 (HasDerivAt.div_const (HasDerivAt.sub_const 1 (hasDerivAt_id' u)) s)
has type
  HasDerivAt (?m.612 ∘ fun x => (x - 1) / s) (?m.614 * (1 / s)) u
but is expected to have type
  HasDerivAt (fun y => arcsin ((y - 1) / s)) (1 / (R / s) * (1 / s)) u
Main.lean:50:4: error: Type mismatch
  HasDerivAt.comp u ?m.773
    (HasDerivAt.fun_div (HasDerivAt.sub_const (c ^ 2) (hasDerivAt_id' u)) (HasDerivAt.const_mul s (hasDerivAt_id' u))
      ?m.810)
has type
  HasDerivAt (?m.770 ∘ fun y => (y - c ^ 2) / (s * y)) (?m.772 * ((1 * (s * u) - (u - c ^ 2) * (s * 1)) / (s * u) ^ 2))
    u
but is expected to have type
  HasDerivAt (fun y => arcsin ((y - c ^ 2) / (s * y)))
    (1 / (c * R / (s * u)) * ((1 * (s * u) - (u - c ^ 2) * (s * 1)) / (s * u) ^ 2)) u
```

What went wrong. Both errors have the same cause, in the chain-rule steps `h2` and `h3`. When Lean compared the type of `HasDerivAt.comp` with the stated one, the argument carrying the arcsine derivative was still a placeholder (`?m.615`, `?m.773`), and so was the outer function. Lean therefore had to find an unknown function whose composite with `fun x => (x - 1) / s` is `fun y => arcsin ((y - 1) / s)`, and likewise for the second arcsine. It does not solve such a problem by recognising the inner expression inside the arcsine, so it reported a mismatch, though the intended derivative is right.

The repair first records the arcsine derivatives as `a2` and `a3`, then composes them in `b2` and `b3` with no expected type imposed. The outer function is now known to be `arcsin`, and when `b2` and `b3` are given for `h2` and `h3`, Lean has only to unfold the composition to see that the types agree. The `show` annotations spell out the side goals for `positivity`; neither message reports a failure there.

As a diff, the version that Lean accepts:

```diff
@@ -44,11 +44,12 @@
     rw [div_pow, div_pow, mul_pow c R, hR2, eq_div_iff hB, sub_mul, div_mul_cancel₀ _ hB]
     linear_combination (u ^ 2 - c ^ 2) * hsc
-  have h2 : HasDerivAt (fun y => arcsin ((y - 1) / s)) (1 / (R / s) * (1 / s)) u :=
-    (arcsin_deriv (by positivity) e2).comp u (((hasDerivAt_id' u).sub_const 1).div_const s)
+  have a2 := arcsin_deriv (show 0 < R / s by positivity) e2
+  have b2 := a2.comp u (((hasDerivAt_id' u).sub_const 1).div_const s)
+  have h2 : HasDerivAt (fun y => arcsin ((y - 1) / s)) (1 / (R / s) * (1 / s)) u := b2
+  have a3 := arcsin_deriv (show 0 < c * R / (s * u) by positivity) e3
+  have b3 := a3.comp u (((hasDerivAt_id' u).sub_const (c ^ 2)).fun_div
+    ((hasDerivAt_id' u).const_mul s) (show s * u ≠ 0 by positivity))
   have h3 : HasDerivAt (fun y => arcsin ((y - c ^ 2) / (s * y)))
-      (1 / (c * R / (s * u)) * ((1 * (s * u) - (u - c ^ 2) * (s * 1)) / (s * u) ^ 2)) u :=
-    (arcsin_deriv (by positivity) e3).comp u
-      (((hasDerivAt_id' u).sub_const (c ^ 2)).fun_div ((hasDerivAt_id' u).const_mul s)
-        (by positivity))
+      (1 / (c * R / (s * u)) * ((1 * (s * u) - (u - c ^ 2) * (s * 1)) / (s * u) ^ 2)) u := b3
   refine ((h1.fun_add h2).fun_sub (h3.const_mul c)).congr_deriv ?_
   field_simp
```
